# The hull energy of finitely many phases is the greatest height of a plane below them

To find the lowest energy that a sample of fixed overall composition can reach by separating into known phases, one must first decide what a mixture is. Here it is a list of nonnegative weights with sum 1, one for each phase, and its energy is the weighted sum of the phase energies, all taken for the same amount of material.

## Lowest mixture, highest plane

Let phase \(i\) have composition \(X_i\in\mathbb R^n\) and energy \(E_i\), both normalised to the same amount of material, for instance per atom. The hull energy at composition \(x\) is

\[
H(x)=\inf\Big\{\sum_i w_iE_i \;:\; w_i\ge 0,\ \sum_i w_i=1,\ \sum_i w_iX_i=x\Big\}.
\]

The letter \(H\) does not mean enthalpy here. For every \(x\) in the convex hull of the \(X_i\), boundary included,

\[
H(x)=\max\{\mu\cdot x+c \;:\; \mu\cdot X_i+c\le E_i\ \text{for every } i\},
\]

and the maximum is attained. Each pair \((\mu,c)\) describes a plane \(y\mapsto\mu\cdot y+c\) that may touch phases but lies above none.

If the coordinates are the independent atomic fractions and the energies are per atom, a plane that attains the maximum gives chemical potentials: \(\mu_k\) is the chemical potential of component \(k\) minus that of the eliminated component, and \(c\) is the chemical potential of the eliminated one. This differs from the common use of \(\mu_k\) for the full chemical potential.

The smallest case is a single phase. The hull is then the point \(X_1\), \(H(X_1)=E_1\), and every \(\mu\) attains the maximum with \(c=E_1-\mu\cdot X_1\).

## Energies above the hull and chemical potentials from one linear program

In phase diagrams built from electronic-structure energies, with a finite list of phases of fixed composition, the identity connects the decomposition energy of a compound with the chemical potentials at which the competing phases coexist. A code that minimises \(\sum_i w_iE_i\) by linear programming obtains \(\mu\) and \(c\) as the multipliers of the composition constraint and of \(\sum_i w_i=1\), up to the solver's sign convention.

Take a binary system with phases at \(x=0,\tfrac12,1\) and formation energies \(0,-1,0\) in some unit. At \(x=\tfrac14\), equal weights on the first two phases give \(-\tfrac12\). The plane \(-2x\) has heights \(0,-1,-2\) at the three phases, so it lies above none of them, and its height at \(\tfrac14\) is also \(-\tfrac12\). Hence \(H(\tfrac14)=-\tfrac12\), and a candidate compound there with energy \(-0.3\) is \(0.2\) above the hull.

Any admissible plane gives a lower bound on \(H(x)\), and any mixture at \(x\) an upper one. A solver that stops early therefore brackets the answer if it holds one of each.

## From mixtures to planes by Farkas' lemma

**Planes never exceed mixtures.** For a mixture at \(x\) with energy \(e\) and a plane below all phases, \(\sum_i w_i=1\) gives

\[
e-(\mu\cdot x+c)=\sum_i w_i\,(E_i-\mu\cdot X_i-c)\ge 0 .
\]

Since \(x\) is in the hull, at least one mixture exists. The horizontal plane \(\mu=0\), \(c=-\sum_i|E_i|\) lies below all phases, so the mixture energies are bounded below. Thus \(H(x)\) is finite and every admissible plane satisfies \(\mu\cdot x+c\le H(x)\).

**Farkas' lemma.** Let \(a_i\), for \(i\) in a finite set \(S\), and \(b\) be linear functionals on a real vector space, with \(b(v)\le0\) whenever all \(a_i(v)\le0\). Then \(b=\sum_i l_ia_i\) with \(l_i\ge0\).

The proof is by induction on the number of functionals. With none, \(b(v)\le0\) and \(b(-v)\le0\) give \(b=0\). Now add \(a_j\) to the set. If the functionals in \(S\) already force \(b\le0\), give \(a_j\) the coefficient 0. Otherwise some \(u\) has \(a_i(u)\le0\) for all \(i\in S\) but \(b(u)>0\), and the hypothesis then requires \(a_j(u)>0\). For any functional \(f\), set

\[
v'=v-\frac{a_j(v)}{a_j(u)}u,\qquad
f'(v)=f(v')=f(v)-\frac{f(u)}{a_j(u)}a_j(v).
\]

Since \(a_j(v')=0\), the conditions \(a_i'(v)\le0\) for \(i\in S\) imply \(b'(v)\le0\). By induction \(b'=\sum_{i\in S}l_ia_i'\) with \(l_i\ge0\), which rearranges to

\[
b=\sum_{i\in S} l_ia_i+\frac{b(u)-\sum_{i\in S} l_ia_i(u)}{a_j(u)}\,a_j .
\]

The last coefficient is positive, because \(b(u)>0\) and \(l_ia_i(u)\le0\).

**A plane that reaches the hull.** Let \(h\) be a lower bound of the mixture energies at \(x\), and suppose that no plane below all phases has height at least \(h\) there. Consider triples \((\mu,c,s)\), with \(s\) an auxiliary real number, that satisfy

\[
\mu\cdot X_i+c-sE_i\le0\ \text{ for all } i,\qquad -(\mu\cdot x+c-sh)\le0 .
\]

If \(s>0\), division by \(s\) gives a plane of the excluded kind. So these inequalities force \(s\le0\), and Farkas' lemma supplies \(\lambda_0,\lambda_i\ge0\) such that, for all \((\mu,c,s)\),

\[
s=\sum_i\lambda_i(\mu\cdot X_i+c-sE_i)-\lambda_0(\mu\cdot x+c-sh).
\]

Comparing the coefficients of \(s\), \(c\) and \(\mu\) gives

\[
\sum_i\lambda_iE_i=\lambda_0h-1,\qquad \sum_i\lambda_i=\lambda_0,\qquad \sum_i\lambda_iX_i=\lambda_0x .
\]

If \(\lambda_0=0\), all \(\lambda_i\) vanish and the first equation reads \(0=-1\). If \(\lambda_0>0\), the weights \(\lambda_i/\lambda_0\) form a mixture at \(x\) with energy \(h-1/\lambda_0<h\), a contradiction.

With \(h=H(x)\), some admissible plane has height at least \(H(x)\) at \(x\). Its height is also at most \(H(x)\), so the two are equal.

**A chemical potential at every composition.** For this plane, \(\mu\cdot x+c=H(x)\), while \(\mu\cdot y+c\le H(y)\) at every \(y\) in the hull. Subtraction gives \(H(x)+\mu\cdot(y-x)\le H(y)\).

## The Lean file

```lean
import Mathlib

open Matrix

namespace HullDuality

noncomputable section

variable {ι n : Type*} [Fintype ι] [Fintype n]

/-- The energies of all mixtures of the phases (compositions `X i`, energies `E i`) whose
mean composition is `x`. -/
def mixtureEnergies (X : ι → n → ℝ) (E : ι → ℝ) (x : n → ℝ) : Set ℝ :=
  {e | ∃ w : ι → ℝ, (∀ i, 0 ≤ w i) ∧ ∑ i, w i = 1 ∧ ∑ i, w i • X i = x ∧ ∑ i, w i * E i = e}

/-- The hull energy: the infimum of the mixture energies at composition `x`, for `x` in the
convex hull of the compositions. -/
def hullEnergy (X : ι → n → ℝ) (E : ι → ℝ) (x : n → ℝ) : ℝ :=
  sInf (mixtureEnergies X E x)

/-- The plane `y ↦ μ · y + c` lies nowhere above the energy of a phase. -/
def LiesBelow (X : ι → n → ℝ) (E : ι → ℝ) (μ : n → ℝ) (c : ℝ) : Prop :=
  ∀ i, μ ⬝ᵥ X i + c ≤ E i

/-- The linear functional `(μ, c, s) ↦ μ · y + c - s e` of composition `y` and energy `e`. -/
def excess (y : n → ℝ) (e : ℝ) : ((n → ℝ) × ℝ × ℝ) →ₗ[ℝ] ℝ where
  toFun v := v.1 ⬝ᵥ y + v.2.1 - v.2.2 * e
  map_add' u v := by
    simp only [Prod.fst_add, Prod.snd_add, add_dotProduct]
    ring
  map_smul' r v := by
    simp only [Prod.smul_fst, Prod.smul_snd, smul_dotProduct, smul_eq_mul, RingHom.id_apply]
    ring

/-- Farkas' lemma: if `b` is nonpositive wherever finitely many linear functionals `a i` are
all nonpositive, then `b` is a combination of the `a i` with nonnegative coefficients. -/
theorem farkas {V κ : Type*} [AddCommGroup V] [Module ℝ V] (s : Finset κ)
    (a : κ → V →ₗ[ℝ] ℝ) (b : V →ₗ[ℝ] ℝ) (h : ∀ v, (∀ i ∈ s, a i v ≤ 0) → b v ≤ 0) :
    ∃ l : κ → ℝ, (∀ i ∈ s, 0 ≤ l i) ∧ ∀ v, b v = ∑ i ∈ s, l i * a i v := by
  classical
  induction s using Finset.induction_on generalizing a b with
  | empty =>
    refine ⟨fun _ => 0, by simp, fun v => ?_⟩
    have h1 := h v (by simp)
    have h2 := h (-v) (by simp)
    rw [map_neg] at h2
    rw [Finset.sum_empty]
    linarith
  | insert j s hj ih =>
    -- it is enough to find the coefficient of `a j` and the others separately
    suffices hs : ∃ (c : ℝ) (l : κ → ℝ), 0 ≤ c ∧ (∀ i ∈ s, 0 ≤ l i) ∧
        ∀ v, b v = c * a j v + ∑ i ∈ s, l i * a i v by
      obtain ⟨c, l, hc, hl, hb⟩ := hs
      refine ⟨fun i => if i = j then c else l i, fun i hi => ?_, fun v => ?_⟩
      · by_cases e : i = j
        · simpa [e] using hc
        · simpa [e] using hl i ((Finset.mem_insert.mp hi).resolve_left e)
      · have hsum : ∑ i ∈ s, (if i = j then c else l i) * a i v = ∑ i ∈ s, l i * a i v :=
          Finset.sum_congr rfl fun i hi => by
            rw [if_neg (fun e : i = j => hj (e ▸ hi))]
        rw [hb v, Finset.sum_insert hj, hsum]
        simp
    by_cases hA : ∀ v, (∀ i ∈ s, a i v ≤ 0) → b v ≤ 0
    · obtain ⟨l, hl, hb⟩ := ih a b hA
      exact ⟨0, l, le_rfl, hl, fun v => by rw [hb v]; ring⟩
    · -- otherwise project along a `u` that satisfies the smaller system but has `0 < b u`
      simp only [not_forall, not_le] at hA
      obtain ⟨u, hu, hbu⟩ := hA
      have hju : 0 < a j u := by
        by_contra hn
        have := h u (fun i hi => by
          rcases Finset.mem_insert.mp hi with e | hi
          · rw [e]; exact not_lt.mp hn
          · exact hu i hi)
        linarith
      have key : ∀ (f : V →ₗ[ℝ] ℝ) (v : V),
          f (v - (a j v / a j u) • u) = f v - f u / a j u * a j v := by
        intro f v
        rw [map_sub, map_smul, smul_eq_mul]
        ring
      have hB : ∀ v, (∀ i ∈ s, (a i - (a i u / a j u) • a j) v ≤ 0) →
          (b - (b u / a j u) • a j) v ≤ 0 := by
        intro v hv
        simp only [LinearMap.sub_apply, LinearMap.smul_apply, smul_eq_mul] at hv ⊢
        rw [← key b v]
        refine h _ fun i hi => ?_
        rw [key]
        rcases Finset.mem_insert.mp hi with e | hi
        · rw [e, div_self hju.ne']; linarith
        · exact hv i hi
      obtain ⟨l, hl, hb⟩ := ih (fun i => a i - (a i u / a j u) • a j) _ hB
      refine ⟨b u / a j u - ∑ i ∈ s, l i * (a i u / a j u), l, ?_, hl, fun v => ?_⟩
      · have h1 : ∑ i ∈ s, l i * (a i u / a j u) ≤ 0 := Finset.sum_nonpos fun i hi =>
          mul_nonpos_of_nonneg_of_nonpos (hl i hi)
            (div_nonpos_of_nonpos_of_nonneg (hu i hi) hju.le)
        have h2 := div_pos hbu hju
        linarith
      · have hv := hb v
        simp only [LinearMap.sub_apply, LinearMap.smul_apply, smul_eq_mul, mul_sub,
          Finset.sum_sub_distrib] at hv
        have e : ∑ i ∈ s, l i * (a i u / a j u * a j v)
            = (∑ i ∈ s, l i * (a i u / a j u)) * a j v := by
          rw [Finset.sum_mul]
          exact Finset.sum_congr rfl fun i _ => by ring
        rw [e] at hv
        linear_combination hv

omit [Fintype n] in
/-- Every composition in the convex hull of the phases is realised by a mixture. -/
theorem exists_mixture (X : ι → n → ℝ) (E : ι → ℝ) {x : n → ℝ}
    (hx : x ∈ convexHull ℝ (Set.range X)) : (mixtureEnergies X E x).Nonempty := by
  classical
  have hsub : convexHull ℝ (Set.range X) ⊆ {y | (mixtureEnergies X E y).Nonempty} := by
    refine convexHull_min ?_ ?_
    · rintro _ ⟨i, rfl⟩
      exact ⟨_, fun k => if k = i then 1 else 0,
        fun k => by dsimp only; split_ifs <;> norm_num, by simp, by simp, rfl⟩
    · rintro y ⟨_, w, hw, hw1, hwy, rfl⟩ z ⟨_, w', hw', hw1', hwz, rfl⟩ p q hp hq hpq
      refine ⟨_, fun i => p * w i + q * w' i,
        fun i => add_nonneg (mul_nonneg hp (hw i)) (mul_nonneg hq (hw' i)), ?_, ?_, rfl⟩
      · rw [Finset.sum_add_distrib, ← Finset.mul_sum, ← Finset.mul_sum, hw1, hw1',
          mul_one, mul_one, hpq]
      · simp only [add_smul, mul_smul, Finset.sum_add_distrib, ← Finset.smul_sum, hwy, hwz]
  exact hsub hx

/-- Weak duality: a plane below all phases is nowhere above a mixture of them. -/
theorem weak_duality {X : ι → n → ℝ} {E : ι → ℝ} {x μ : n → ℝ} {c e : ℝ}
    (hb : LiesBelow X E μ c) (he : e ∈ mixtureEnergies X E x) : μ ⬝ᵥ x + c ≤ e := by
  obtain ⟨w, hw, hw1, rfl, rfl⟩ := he
  have h : μ ⬝ᵥ (∑ i, w i • X i) + c = ∑ i, w i * (μ ⬝ᵥ X i + c) := by
    rw [dotProduct_sum]
    simp only [dotProduct_smul, smul_eq_mul, mul_add, Finset.sum_add_distrib,
      ← Finset.sum_mul, hw1, one_mul]
  rw [h]
  exact Finset.sum_le_sum fun i _ => mul_le_mul_of_nonneg_left (hb i) (hw i)

/-- If no mixture at composition `x` has energy below `h`, then some plane below all phases
has height at least `h` at `x`. -/
theorem exists_plane (X : ι → n → ℝ) (E : ι → ℝ) (x : n → ℝ) (h : ℝ)
    (hh : ∀ e ∈ mixtureEnergies X E x, h ≤ e) :
    ∃ (μ : n → ℝ) (c : ℝ), LiesBelow X E μ c ∧ h ≤ μ ⬝ᵥ x + c := by
  classical
  by_contra hno
  -- without such a plane, the homogenised inequalities force `s ≤ 0`
  obtain ⟨l, hl, hb⟩ := farkas (Finset.univ : Finset (Option ι))
    (fun o => o.elim (-(excess x h)) (fun i => excess (X i) (E i)))
    ((LinearMap.snd ℝ ℝ ℝ).comp (LinearMap.snd ℝ (n → ℝ) (ℝ × ℝ))) (by
      intro v hv
      by_contra hs
      have hs : 0 < v.2.2 := not_le.mp hs
      apply hno
      refine ⟨v.2.2⁻¹ • v.1, v.2.2⁻¹ * v.2.1, fun i => ?_, ?_⟩
      · have h1 : v.1 ⬝ᵥ X i + v.2.1 - v.2.2 * E i ≤ 0 := hv (some i) (Finset.mem_univ _)
        rw [smul_dotProduct, smul_eq_mul, ← mul_add, inv_mul_le_iff₀ hs]
        linarith
      · have h1 : -(v.1 ⬝ᵥ x + v.2.1 - v.2.2 * h) ≤ 0 := hv none (Finset.mem_univ _)
        rw [smul_dotProduct, smul_eq_mul, ← mul_add, le_inv_mul_iff₀ hs]
        linarith)
  have hb' : ∀ (μ : n → ℝ) (c s : ℝ), s = -l none * (μ ⬝ᵥ x + c - s * h)
      + ∑ i, l (some i) * (μ ⬝ᵥ X i + c - s * E i) := by
    intro μ c s
    have t0 := hb (μ, c, s)
    rw [Fintype.sum_option] at t0
    have t : s = l none * -(μ ⬝ᵥ x + c - s * h)
      + ∑ i, l (some i) * (μ ⬝ᵥ X i + c - s * E i) := t0
    linear_combination t
  -- compare the coefficients of `s`, `c` and `μ`
  have h1 : ∑ i, l (some i) * E i = l none * h - 1 := by
    have t := hb' 0 0 1
    simp only [zero_dotProduct, zero_add, zero_sub, one_mul, mul_neg,
      Finset.sum_neg_distrib] at t
    linarith
  have h2 : ∑ i, l (some i) = l none := by
    have t := hb' 0 1 0
    simp only [zero_dotProduct, zero_add, zero_mul, sub_zero, mul_one] at t
    linarith
  have h3 : ∑ i, l (some i) • X i = l none • x := by
    ext k
    have t := hb' (Pi.single k 1) 0 0
    simp only [single_dotProduct, one_mul, add_zero, zero_mul, sub_zero] at t
    simp only [Finset.sum_apply, Pi.smul_apply, smul_eq_mul]
    linarith
  rcases (hl none (Finset.mem_univ _)).eq_or_lt with h0 | h0
  · have hz : ∀ i, l (some i) = 0 := fun i =>
      (Finset.sum_eq_zero_iff_of_nonneg (fun i _ => hl (some i) (Finset.mem_univ _))).mp
        (h2.trans h0.symm) i (Finset.mem_univ i)
    rw [← h0] at h1
    simp [hz] at h1
  · -- the normalised coefficients are a mixture with energy below `h`
    have t := hh (∑ i, (l none)⁻¹ * l (some i) * E i)
      ⟨fun i => (l none)⁻¹ * l (some i),
        fun i => mul_nonneg (inv_nonneg.mpr h0.le) (hl _ (Finset.mem_univ _)),
        by rw [← Finset.mul_sum, h2, inv_mul_cancel₀ h0.ne'],
        by
          simp only [mul_smul]
          rw [← Finset.smul_sum, h3, smul_smul, inv_mul_cancel₀ h0.ne', one_smul],
        rfl⟩
    simp only [mul_assoc] at t
    rw [← Finset.mul_sum, h1, le_inv_mul_iff₀ h0] at t
    linarith

/-- Strong duality: at every composition in the convex hull of the phases, the hull energy is
the attained maximum of the heights of the planes that lie below all phases. -/
theorem strong_duality (X : ι → n → ℝ) (E : ι → ℝ) {x : n → ℝ}
    (hx : x ∈ convexHull ℝ (Set.range X)) :
    IsGreatest {v | ∃ (μ : n → ℝ) (c : ℝ), LiesBelow X E μ c ∧ μ ⬝ᵥ x + c = v}
      (hullEnergy X E x) := by
  have hup : ∀ μ c, LiesBelow X E μ c → μ ⬝ᵥ x + c ≤ hullEnergy X E x := fun μ c hb =>
    le_csInf (exists_mixture X E hx) fun e he => weak_duality hb he
  -- a low horizontal plane bounds the mixture energies from below
  have hlow : LiesBelow X E 0 (-∑ i, |E i|) := by
    intro i
    have h1 : |E i| ≤ ∑ k, |E k| :=
      Finset.single_le_sum (f := fun k => |E k|) (fun k _ => abs_nonneg _) (Finset.mem_univ i)
    have h2 := neg_abs_le (E i)
    rw [zero_dotProduct]
    linarith
  have hbdd : BddBelow (mixtureEnergies X E x) := ⟨_, fun e he => weak_duality hlow he⟩
  obtain ⟨μ, c, hb, hge⟩ := exists_plane X E x (hullEnergy X E x) fun e he => csInf_le hbdd he
  refine ⟨⟨μ, c, hb, le_antisymm (hup μ c hb) hge⟩, ?_⟩
  rintro v ⟨μ', c', hb', rfl⟩
  exact hup μ' c' hb'

/-- At every composition `x` in the convex hull there is a chemical potential `μ` whose linear
extrapolation from the hull energy at `x` nowhere exceeds the hull energy on the hull. -/
theorem exists_chemical_potential (X : ι → n → ℝ) (E : ι → ℝ) {x : n → ℝ}
    (hx : x ∈ convexHull ℝ (Set.range X)) :
    ∃ μ : n → ℝ, ∀ y ∈ convexHull ℝ (Set.range X),
      hullEnergy X E x + μ ⬝ᵥ (y - x) ≤ hullEnergy X E y := by
  obtain ⟨μ, c, hb, hxe⟩ := (strong_duality X E hx).1
  refine ⟨μ, fun y hy => ?_⟩
  have h := (strong_duality X E hy).2 ⟨μ, c, hb, rfl⟩
  rw [dotProduct_sub]
  linarith

end

end HullDuality
```

```lean
#print axioms HullDuality.exists_plane
#print axioms HullDuality.exists_chemical_potential
```

```
'HullDuality.exists_plane' depends on axioms: [propext, Classical.choice, Quot.sound]
'HullDuality.exists_chemical_potential' depends on axioms: [propext, Classical.choice, Quot.sound]
```

## What is guaranteed for the listed phases, and what a real sample adds

In Lean, `ι` labels the phases and `n` labels the composition coordinates, so `n` is an index type and not a number. `mixtureEnergies` is the set of energies over which \(H\) takes the infimum, and `LiesBelow` is the condition on a plane. The hypothesis `hx` puts `x` in the convex hull. `IsGreatest` in `strong_duality` says that `hullEnergy X E x` is the height of some admissible plane and that no admissible plane is higher. Several phases may share a composition, as polymorphs do. Outside the hull there are no mixtures, and Lean's `sInf` of the empty set is 0, which has no physical meaning.

`exists_mixture` shows that the compositions reached by mixtures form a convex set containing every `X i`, and hence the whole hull. `weak_duality` is the weighted sum of gaps. `exists_plane` applies `farkas` to functionals labelled by `Option ι`: `l none` is \(\lambda_0\) and `l (some i)` is \(\lambda_i\). These functionals are built from `excess`, which is unrelated to the excess energy of a solution. The comparison of coefficients inserts `(0, 0, 1)`, `(0, 1, 0)` and unit vectors for `μ`. `strong_duality` then combines the two bounds with `le_antisymm`, and `exists_chemical_potential` performs the final subtraction.

The theorems give existence of \(\mu\), not uniqueness. In the binary example, every slope from \(-2\) to \(2\) serves at \(x=\tfrac12\). They also concern real numbers, so a solver's rounded plane may lie slightly above a phase.

The step left to physics is to identify \(H(x)\) with the equilibrium energy of a material at zero temperature and pressure; at another fixed temperature and pressure the \(E_i\) must be Gibbs free energies. The identification also requires the list to contain every relevant competing phase, and interface and strain energies to be negligible. A solution phase with continuously variable composition enters only through finitely many sampled compositions.
